# Static dipole polarizabilities of the hydrogen n = 2 level: 168 for the m = 0 Stark states, 156 for m = 1

A finite-field calculation of hydrogen can be tested by diagonalising the Hamiltonian at a few small fields $F$ and extracting the curvature of the $n=2$ energies. In atomic units, the average of the two $m=0$ energies should approach $-\tfrac18-84F^2$, and the $m=1$ energy $-\tfrac18-78F^2$. These coefficients are $-\alpha/2$ for the polarizabilities $\alpha=168$ and $156$ derived here for a non-relativistic electron and a fixed point nucleus.

## A bare Coulomb field and a weak uniform field

```lean
import Mathlib

open Set MeasureTheory

namespace HydrogenStarkLevelTwo

noncomputable section
```

Write a state as $(\sin\theta)^m e^{im\beta}g(r,x)/r$, with azimuth $\beta$ (written φ in the docstring below) and $x=\cos\theta$. The Hamiltonian minus the level energy $-\tfrac18$ then acts on $g$ as

$$h_m g=-\tfrac12\partial_r^2g-\frac{(1-x^2)\partial_x^2g-2(m+1)x\,\partial_xg-m(m+1)g}{2r^2}-\frac gr+\frac g8 .$$

```lean
/-- The field-free hydrogen Hamiltonian minus the energy `-1/8`, in atomic units, acting on the
factor `g(r, x)` of a state `(sin θ)^m e^{imφ} g(r, cos θ) / r`, for `r > 0`. -/
def hamiltonian (m : ℕ) (g : ℝ → ℝ → ℝ) (r x : ℝ) : ℝ :=
  -(deriv (deriv fun s => g s x) r) / 2
    - ((1 - x ^ 2) * deriv (deriv (g r)) x - 2 * (m + 1) * x * deriv (g r) x
        - m * (m + 1) * g r x) / (2 * r ^ 2)
    - g r x / r + g r x / 8
```

`hamiltonian` is $h_m$, with real derivatives in both variables. Fine structure is absent; without that idealisation the 2s–2p degeneracy used below would be partly lifted.

The field adds $Fz=Frx$. Let $\chi$ be a level state with first-order energy $\varepsilon F$, and write the perturbed state as $\chi-F\varphi+\dots$. Order $F$ gives $h_m\varphi=(z-\varepsilon)\chi=:S$. Projecting order $F^2$ on $\chi$ gives the energy $-F^2\langle\varphi,S\rangle/\langle\chi,\chi\rangle$, so $\alpha=2\langle\varphi,S\rangle/\langle\chi,\chi\rangle$.

```lean
/-- The overlap of two real factors `f`, `g` with the same `m`, without the constant
azimuthal factor. -/
def braket (m : ℕ) (f g : ℝ → ℝ → ℝ) : ℝ :=
  ∫ r in Ioi (0 : ℝ), ∫ x in (-1 : ℝ)..1, (1 - x ^ 2) ^ m * (f r x * g r x)

/-- The second-order polarizability of a state `χ` of nonzero norm, from the source `S` and
the first-order function `φ`. -/
def polarizability (m : ℕ) (χ S φ : ℝ → ℝ → ℝ) : ℝ :=
  2 * braket m φ S / braket m χ χ
```

`braket` omits the azimuthal factor $2\pi$, which cancels in the ratio. `polarizability` is the ordinary static dipole polarizability, not a hyperpolarizability: "second-order" in its docstring refers to the energy. It takes the perturbative formula above as its definition; the expansion of the energy in $F$ is not derived in Lean.

With $e=\exp(-r/2)$, the $m=0$ level states are $\chi=A(2r-r^2)e+Br^2x\,e$. Both orbitals have squared norm 16 in `braket`, so $A$ and $B$ weight them equally.

```lean
/-- The combination `A · 2s + B · 2p₀`, with both orbitals scaled to the same norm. -/
def level (A B r x : ℝ) : ℝ :=
  (A * (2 * r - r ^ 2) + B * r ^ 2 * x) * Real.exp (-r / 2)
```

## A source with no component in the level

Multiply $h_0\varphi=S$ by a level function and integrate. The left side vanishes because $h_0$ is self-adjoint and annihilates the level, so $S$ must be orthogonal to the whole level. The field term alone is not:

$$\langle 2p_0,z\,2s\rangle=\tfrac23\int_0^\infty(2r^4-r^5)e^{-r}dr=-48=-3\cdot16 .$$

Diagonal elements vanish by parity. The level part of $z\chi$ is therefore $-3(B\,2s+A\,2p_0)$, and removing it leaves

$$S=\big[A(5r^2-r^3)x+B(r^3x^2+6r-3r^2)\big]e .$$

Without this removal, no regular, decaying first-order function exists for pure 2s or pure $2p_0$.

```lean
/-- The field term `z = r x` applied to `A · 2s + B · 2p₀`, plus three times the state with
the two coefficients exchanged. -/
def source (A B r x : ℝ) : ℝ := r * x * level A B r x + 3 * level B A r x

/-- A first-order function for `A · 2s + B · 2p₀`, with an arbitrary admixture
`C · 2s + D · 2p₀`. -/
def response (A B C D r x : ℝ) : ℝ :=
  (-A * r ^ 4 * x + B * (r ^ 4 * x ^ 2 + 6 * r ^ 3 * x ^ 2 - 4 * r ^ 3)) * Real.exp (-r / 2)
    + level C D r x
```

`response` is the first-order function, with a free admixture $C\,2s+D\,2p_0$.

## Polynomials times an exponential

By hand, one rule suffices. For angular momentum $l$, $h_m$ reduces to a radial operator $H_l$ with

$$H_l(r^ne)=\Big[\big(\tfrac n2-1\big)r^{n-1}+\tfrac{l(l+1)-n(n-1)}2r^{n-2}\Big]e .$$

The helper lemmas assume this kind of function. In `hamiltonian_apply`, `hr` requires $e$ times a quartic in $r$ without constant term, and `hx` a quadratic in $x$; the derivatives then follow from `hasDerivAt_poly`. In `braket_eq`, `h` and `hp` reduce an overlap to the moments $\int_0^\infty r^ne^{-r}dr=n!$ for $n=2,\dots,7$. Other functions would need other derivative formulas or moments.

```lean
/-- The derivative of a polynomial of degree at most five. -/
theorem hasDerivAt_poly (a b c d e f s : ℝ) :
    HasDerivAt (fun s : ℝ => a + b * s + c * s ^ 2 + d * s ^ 3 + e * s ^ 4 + f * s ^ 5)
      (b + 2 * c * s + 3 * d * s ^ 2 + 4 * e * s ^ 3 + 5 * f * s ^ 4) s := by
  have h := (((((hasDerivAt_const s a).fun_add ((hasDerivAt_id' s).const_mul b)).fun_add
    ((hasDerivAt_pow 2 s).const_mul c)).fun_add ((hasDerivAt_pow 3 s).const_mul d)).fun_add
    ((hasDerivAt_pow 4 s).const_mul e)).fun_add ((hasDerivAt_pow 5 s).const_mul f)
  exact h.congr_deriv (by norm_num; ring)

/-- The Hamiltonian on a function that is `exp(-r/2)` times a quartic in `r` without constant term,
at fixed `x`, and a quadratic, at fixed `r`, in `x = cos θ`. -/
theorem hamiltonian_apply (m : ℕ) (g : ℝ → ℝ → ℝ) (r x a b c d u v w : ℝ)
    (hr : ∀ s, g s x = (a * s + b * s ^ 2 + c * s ^ 3 + d * s ^ 4) * Real.exp (-s / 2))
    (hx : ∀ y, g r y = u + v * y + w * y ^ 2) :
    hamiltonian m g r x =
      -(((2 * b + 6 * c * r + 12 * d * r ^ 2) - (a + 2 * b * r + 3 * c * r ^ 2 + 4 * d * r ^ 3)
        + (a * r + b * r ^ 2 + c * r ^ 3 + d * r ^ 4) / 4) * Real.exp (-r / 2)) / 2
      - ((1 - x ^ 2) * (2 * w) - 2 * (m + 1) * x * (v + 2 * w * x)
        - m * (m + 1) * g r x) / (2 * r ^ 2) - g r x / r + g r x / 8 := by
  -- differentiation maps quartics times the exponential to functions of the same form
  have d1 : ∀ p q k l n : ℝ,
      deriv (fun s : ℝ => (p + q * s + k * s ^ 2 + l * s ^ 3 + n * s ^ 4) * Real.exp (-s / 2)) =
      fun s => ((q - p / 2) + (2 * k - q / 2) * s + (3 * l - k / 2) * s ^ 2
        + (4 * n - l / 2) * s ^ 3 + (-n / 2) * s ^ 4) * Real.exp (-s / 2) := by
    intro p q k l n
    funext s
    have he : HasDerivAt (fun s : ℝ => Real.exp (-s / 2)) (Real.exp (-s / 2) * (-1 / 2)) s :=
      ((hasDerivAt_id' s).fun_neg.div_const 2).exp
    have hp := hasDerivAt_poly p q k l n 0 s
    simp only [mul_zero, zero_mul, add_zero] at hp
    exact (hp.fun_mul he).deriv.trans (by ring)
  have e1 : deriv (deriv fun s => g s x) r =
      ((2 * b + 6 * c * r + 12 * d * r ^ 2) - (a + 2 * b * r + 3 * c * r ^ 2 + 4 * d * r ^ 3)
        + (a * r + b * r ^ 2 + c * r ^ 3 + d * r ^ 4) / 4) * Real.exp (-r / 2) := by
    have h : (fun s => g s x) = fun s =>
        (0 + a * s + b * s ^ 2 + c * s ^ 3 + d * s ^ 4) * Real.exp (-s / 2) := by
      funext s
      rw [hr]
      ring
    rw [h, d1, d1]
    ring
  have e2 : deriv (g r) = fun y => v + 2 * w * y := by
    rw [show g r = fun y => u + v * y + w * y ^ 2 from funext hx]
    funext y
    have hp := hasDerivAt_poly u v w 0 0 0 y
    simp only [mul_zero, zero_mul, add_zero] at hp
    exact hp.deriv
  have e3 : deriv (fun y : ℝ => v + 2 * w * y) x = 2 * w := by
    have hp := hasDerivAt_poly v (2 * w) 0 0 0 0 x
    simp only [mul_zero, zero_mul, add_zero] at hp
    exact hp.deriv
  simp only [hamiltonian, e1, e2, e3]

/-- An overlap whose integrand is a quartic in `x` times `exp(-r)` is a weighted sum of factorials,
if the angular integral leaves a polynomial in `r` with powers two to seven. -/
theorem braket_eq (m : ℕ) (f g : ℝ → ℝ → ℝ) (a b c d k : ℝ → ℝ) (p q s t u v : ℝ)
    (h : ∀ r x, (1 - x ^ 2) ^ m * (f r x * g r x) =
      (a r + b r * x + c r * x ^ 2 + d r * x ^ 3 + k r * x ^ 4) * Real.exp (-r / 2) ^ 2)
    (hp : ∀ r, 2 * a r + 2 * c r / 3 + 2 * k r / 5 =
      p * r ^ 2 + q * r ^ 3 + s * r ^ 4 + t * r ^ 5 + u * r ^ 6 + v * r ^ 7) :
    braket m f g = 2 * p + 6 * q + 24 * s + 120 * t + 720 * u + 5040 * v := by
  -- the angular integral
  have ang : ∀ a b c d k : ℝ, ∫ x in (-1 : ℝ)..1,
      (a + b * x + c * x ^ 2 + d * x ^ 3 + k * x ^ 4) = 2 * a + 2 * c / 3 + 2 * k / 5 := by
    intro a b c d k
    refine (intervalIntegral.integral_eq_sub_of_hasDerivAt
      (f := fun x => 0 + a * x + b / 2 * x ^ 2 + c / 3 * x ^ 3 + d / 4 * x ^ 4 + k / 5 * x ^ 5)
      (fun x _ => (hasDerivAt_poly 0 a (b / 2) (c / 3) (d / 4) (k / 5) x).congr_deriv
        (by ring)) (Continuous.intervalIntegrable (by fun_prop) _ _)).trans ?_
    norm_num
    ring
  -- the radial moments are factorials
  have mom : ∀ n : ℕ, IntegrableOn (fun r : ℝ => r ^ n * Real.exp (-r)) (Ioi 0) ∧
      ∫ r in Ioi (0 : ℝ), r ^ n * Real.exp (-r) = (n.factorial : ℝ) := by
    intro n
    have e : (fun r : ℝ => r ^ n * Real.exp (-r)) =
        fun r => Real.exp (-r) * r ^ (((n : ℝ) + 1) - 1) := by
      funext r
      rw [add_sub_cancel_right, Real.rpow_natCast, mul_comm]
    rw [e]
    exact ⟨Real.GammaIntegral_convergent (by positivity), by
      rw [← Real.Gamma_eq_integral (by positivity), Real.Gamma_nat_eq_factorial]⟩
  have step : ∀ (F : ℝ → ℝ) (I c : ℝ) (n : ℕ),
      (IntegrableOn F (Ioi 0) ∧ ∫ r in Ioi (0 : ℝ), F r = I) →
      (IntegrableOn (fun r => F r + c * (r ^ n * Real.exp (-r))) (Ioi 0) ∧
        ∫ r in Ioi (0 : ℝ), (F r + c * (r ^ n * Real.exp (-r))) = I + c * n.factorial) := by
    rintro F I c n ⟨hF, hI⟩
    have hn : IntegrableOn (fun r : ℝ => c * (r ^ n * Real.exp (-r))) (Ioi 0) :=
      Integrable.const_mul (mom n).1 c
    refine ⟨hF.add hn, ?_⟩
    rw [integral_add hF hn, integral_const_mul, (mom n).2, hI]
  have tot := step _ _ v 7 (step _ _ u 6 (step _ _ t 5 (step _ _ s 4 (step _ _ q 3
    (step (fun _ => 0) 0 p 2 ⟨integrableOn_zero, by simp⟩)))))
  have e : ∀ r : ℝ, ∫ x in (-1 : ℝ)..1, (1 - x ^ 2) ^ m * (f r x * g r x) =
      0 + p * (r ^ 2 * Real.exp (-r)) + q * (r ^ 3 * Real.exp (-r)) + s * (r ^ 4 * Real.exp (-r))
        + t * (r ^ 5 * Real.exp (-r)) + u * (r ^ 6 * Real.exp (-r))
        + v * (r ^ 7 * Real.exp (-r)) := by
    intro r
    have hexp : Real.exp (-r / 2) ^ 2 = Real.exp (-r) := by
      rw [pow_two, ← Real.exp_add]
      congr 1
      ring
    simp only [h, intervalIntegral.integral_mul_const, ang, hp, hexp]
    ring
  simp only [braket, e]
  refine tot.2.trans ?_
  norm_num [Nat.factorial]
  ring
```

## Away from the nucleus

The hypothesis `0 < r` keeps the Coulomb and centrifugal terms finite. The rule gives $H_0((2r-r^2)e)=(-1+1)e=0$ and $H_1(r^2e)=0$, so the level states have energy $-\tfrac18$. In the proof, `field_simp` needs $r\ne0$ to clear denominators, and `ring` finishes. At $r=0$ Lean sets the singular quotients to zero, and the equation generally fails.

```lean
/-- For `r > 0`, every combination of 2s and 2p₀ solves the field-free Schrödinger equation with
energy `-1/8`. -/
theorem hamiltonian_level (A B r x : ℝ) (hr : 0 < r) : hamiltonian 0 (level A B) r x = 0 := by
  rw [hamiltonian_apply 0 (level A B) r x (2 * A) (-A + B * x) 0 0
    (A * (2 * r - r ^ 2) * Real.exp (-r / 2)) (B * r ^ 2 * Real.exp (-r / 2)) 0
    (by intro s; simp only [level]; ring) (by intro y; simp only [level]; ring)]
  simp only [level, Nat.cast_zero]
  generalize Real.exp (-r / 2) = E
  field_simp
  ring
```

The orthogonality of $S$ is a sum of factorials that cancels:

```lean
/-- The source is orthogonal to every combination of 2s and 2p₀. -/
theorem source_orthogonal (A B C D : ℝ) : braket 0 (level C D) (source A B) = 0 := by
  rw [braket_eq 0 (level C D) (source A B) (fun r => 3 * B * C * (2 * r - r ^ 2) ^ 2)
    (fun r => C * A * (2 * r - r ^ 2) * (5 * r ^ 2 - r ^ 3) + D * B * r ^ 2 * (6 * r - 3 * r ^ 2))
    (fun r => B * C * (2 * r - r ^ 2) * r ^ 3 + D * A * r ^ 2 * (5 * r ^ 2 - r ^ 3))
    (fun r => D * B * r ^ 5) (fun _ => 0)
    (24 * B * C) (-24 * B * C) (22 / 3 * B * C + 10 / 3 * D * A)
    (-2 / 3 * B * C - 2 / 3 * D * A) 0 0
    (by intro r x; simp only [level, source]; ring) (by intro r; ring)]
  ring
```

For the first-order equation, the $A$ part is $H_1(-r^4e)=(5r^2-r^3)e$. The $B$ part of $\varphi$ splits into $l=2$ and $l=0$:

$$(r^4+6r^3)(x^2-\tfrac13)e+\tfrac13(r^4-6r^3)e .$$

Since $H_2((r^4+6r^3)e)=r^3e$ and $H_0((r^4-6r^3)e)=(r^3-9r^2+18r)e$, the sum is the $B$ part of $S$. The admixture contributes zero.

```lean
/-- For `r > 0`, the first-order function solves the inhomogeneous Schrödinger equation with the
source on the right-hand side, whatever the admixture `C`, `D`. -/
theorem hamiltonian_response (A B C D r x : ℝ) (hr : 0 < r) :
    hamiltonian 0 (response A B C D) r x = source A B r x := by
  rw [hamiltonian_apply 0 (response A B C D) r x (2 * C) (-C + D * x) (B * (6 * x ^ 2 - 4))
    (-A * x + B * x ^ 2) ((-4 * B * r ^ 3 + C * (2 * r - r ^ 2)) * Real.exp (-r / 2))
    ((-A * r ^ 4 + D * r ^ 2) * Real.exp (-r / 2))
    (B * (r ^ 4 + 6 * r ^ 3) * Real.exp (-r / 2))
    (by intro s; simp only [response, level]; ring)
    (by intro y; simp only [response, level]; ring)]
  simp only [response, source, level, Nat.cast_zero]
  generalize Real.exp (-r / 2) = E
  field_simp
  ring
```

## A nonzero state and a free admixture

Orthogonality removes $C$ and $D$ from $\langle\varphi,S\rangle$, and parity removes the $AB$ terms. What remains is

$$\tfrac23(5040-3600)A^2+\big(\tfrac8{45}\cdot9360+\tfrac29\cdot288\big)B^2=960A^2+1728B^2 .$$

Dividing by $\langle\chi,\chi\rangle=16(A^2+B^2)$ and doubling gives

$$(A^2+B^2)\,\alpha=120A^2+216B^2 .$$

The proof computes the norm as `hN` and the overlap as `hO`, where $C$ and $D$ cancel by `ring`. Dividing by $A^2+B^2$ requires an actual state; for $A=B=0$ the identity reads $0=0$, so the proof treats that case separately.

```lean
/-- With the level part of the field term removed from the source, the polarizability formula for
`A · 2s + B · 2p₀`, times `A² + B²`, gives `120 A² + 216 B²`, whatever the admixture `C`, `D` in the
first-order function. -/
theorem polarizability_level (A B C D : ℝ) :
    (A ^ 2 + B ^ 2) * polarizability 0 (level A B) (source A B) (response A B C D) =
      120 * A ^ 2 + 216 * B ^ 2 := by
  have hN : braket 0 (level A B) (level A B) = 16 * (A ^ 2 + B ^ 2) := by
    rw [braket_eq 0 (level A B) (level A B) (fun r => A ^ 2 * (2 * r - r ^ 2) ^ 2)
      (fun r => 2 * A * B * (2 * r - r ^ 2) * r ^ 2) (fun r => B ^ 2 * r ^ 4)
      (fun _ => 0) (fun _ => 0) (8 * A ^ 2) (-8 * A ^ 2) (2 * A ^ 2 + 2 / 3 * B ^ 2) 0 0 0
      (by intro r x; simp only [level]; ring) (by intro r; ring)]
    ring
  have hO : braket 0 (response A B C D) (source A B) = 960 * A ^ 2 + 1728 * B ^ 2 := by
    rw [braket_eq 0 (response A B C D) (source A B)
      (fun r => (-4 * B * r ^ 3 + C * (2 * r - r ^ 2)) * (B * (6 * r - 3 * r ^ 2)))
      (fun r => (-4 * B * r ^ 3 + C * (2 * r - r ^ 2)) * (A * (5 * r ^ 2 - r ^ 3))
        + (-A * r ^ 4 + D * r ^ 2) * (B * (6 * r - 3 * r ^ 2)))
      (fun r => (-4 * B * r ^ 3 + C * (2 * r - r ^ 2)) * (B * r ^ 3)
        + (-A * r ^ 4 + D * r ^ 2) * (A * (5 * r ^ 2 - r ^ 3))
        + B * (r ^ 4 + 6 * r ^ 3) * (B * (6 * r - 3 * r ^ 2)))
      (fun r => (-A * r ^ 4 + D * r ^ 2) * (B * r ^ 3)
        + B * (r ^ 4 + 6 * r ^ 3) * (A * (5 * r ^ 2 - r ^ 3)))
      (fun r => B * (r ^ 4 + 6 * r ^ 3) * (B * r ^ 3))
      (24 * B * C) (-24 * B * C) (-24 * B ^ 2 + 22 / 3 * B * C + 10 / 3 * A * D)
      (16 * B ^ 2 - 2 / 3 * B * C - 2 / 3 * A * D) (-34 / 15 * B ^ 2 - 10 / 3 * A ^ 2)
      (2 / 3 * A ^ 2 + 2 / 5 * B ^ 2)
      (by intro r x; simp only [response, source, level]; ring) (by intro r; ring)]
    ring
  rw [polarizability, hN, hO]
  rcases eq_or_ne (A ^ 2 + B ^ 2) 0 with h | h
  · rw [h, zero_mul]
    linarith [sq_nonneg A, sq_nonneg B]
  · field_simp
    ring
```

The values 120 for 2s and 216 for $2p_0$ are projected responses, since the field mixes these orbitals at first order.

## Equal weights in the Stark states

The condition $\sigma^2=1$ selects $2s\pm2p_0$, which diagonalise the field within the level. Only then is the removed part a number times the state: $z\chi$ has level part $-3\sigma\chi$, so $\varepsilon=-3\sigma$. The proof uses `hσ` to rewrite the source this way, then to obtain $\alpha=(120+216)/2=168$. For other $\sigma$, the two forms of the source differ by $3(1-\sigma^2)r^2x\,e$.

```lean
/-- For the Stark states `2s + σ 2p₀` with `σ = ±1`, the first-order function solves, for `r > 0`,
the first-order equation with energy `-3σ` per unit field, and gives the polarizability 168,
whatever the admixture `C`, `D`. -/
theorem polarizability_stark (σ C D : ℝ) (hσ : σ ^ 2 = 1) :
    (∀ r x, 0 < r → hamiltonian 0 (response 1 σ C D) r x =
      (r * x - (-3 * σ)) * level 1 σ r x) ∧
    polarizability 0 (level 1 σ) (fun r x => (r * x - (-3 * σ)) * level 1 σ r x)
      (response 1 σ C D) = 168 := by
  -- for a Stark state the removed part of the field term is a multiple of the state
  have e : source 1 σ = fun r x => (r * x - (-3 * σ)) * level 1 σ r x := by
    funext r x
    simp only [source, level]
    linear_combination (-3 * r ^ 2 * x * Real.exp (-r / 2)) * hσ
  refine ⟨fun r x hr => (hamiltonian_response 1 σ C D r x hr).trans
    (congrFun (congrFun e r) x), ?_⟩
  have h := polarizability_level 1 σ C D
  rw [hσ, e] at h
  linarith
```

## One unit of angular momentum along the field

For $m=1$ the level contains only $\chi=r^2e$, and $z\chi=r^3x\,e$ is odd in $x$, so nothing needs removing. The $H_2$ result gives $\varphi=(r^4+6r^3)x\,e+Cr^2e$. With weight $1-x^2$, the overlap is $\tfrac4{15}\cdot9360=2496$ and the squared norm is $\tfrac43\cdot24=32$, hence $\alpha=2\cdot2496/32=156$. The proof applies the same two helper lemmas.

```lean
/-- For the 2p state with `m = 1`, the function `(r⁴ + 6r³) x exp(-r/2)`, with any admixture `C` of
the state itself, solves the first-order equation for `r > 0` and gives the polarizability 156. -/
theorem polarizability_m_one (C : ℝ) :
    let χ : ℝ → ℝ → ℝ := fun r _ => r ^ 2 * Real.exp (-r / 2)
    let φ : ℝ → ℝ → ℝ := fun r x =>
      ((r ^ 4 + 6 * r ^ 3) * x + C * r ^ 2) * Real.exp (-r / 2)
    (∀ r x, 0 < r → hamiltonian 1 χ r x = 0 ∧ hamiltonian 1 φ r x = r * x * χ r x) ∧
      polarizability 1 χ (fun r x => r * x * χ r x) φ = 156 := by
  intro χ φ
  refine ⟨fun r x hr => ⟨?_, ?_⟩, ?_⟩
  · rw [hamiltonian_apply 1 χ r x 0 1 0 0 (r ^ 2 * Real.exp (-r / 2)) 0 0
      (by intro s; simp only [χ]; ring) (by intro y; simp only [χ]; ring)]
    simp only [χ, Nat.cast_one]
    generalize Real.exp (-r / 2) = E
    field_simp
    ring
  · rw [hamiltonian_apply 1 φ r x 0 C (6 * x) x (C * r ^ 2 * Real.exp (-r / 2))
      ((r ^ 4 + 6 * r ^ 3) * Real.exp (-r / 2)) 0
      (by intro s; simp only [φ]; ring) (by intro y; simp only [φ]; ring)]
    simp only [χ, φ, Nat.cast_one]
    generalize Real.exp (-r / 2) = E
    field_simp
    ring
  · rw [polarizability,
      braket_eq 1 φ (fun r x => r * x * χ r x) (fun _ => 0) (fun r => C * r ^ 5)
        (fun r => r ^ 7 + 6 * r ^ 6) (fun r => -C * r ^ 5) (fun r => -(r ^ 7 + 6 * r ^ 6))
        0 0 0 0 (8 / 5) (4 / 15)
        (by intro r x; simp only [χ, φ]; ring) (by intro r; ring),
      braket_eq 1 χ χ (fun r => r ^ 4) (fun _ => 0) (fun r => -r ^ 4) (fun _ => 0) (fun _ => 0)
        0 0 (4 / 3) 0 0 0 (by intro r x; simp only [χ]; ring) (by intro r; ring)]
    norm_num

end

end HydrogenStarkLevelTwo
```

```lean
#print axioms HydrogenStarkLevelTwo.hamiltonian_level
#print axioms HydrogenStarkLevelTwo.source_orthogonal
#print axioms HydrogenStarkLevelTwo.polarizability_stark
#print axioms HydrogenStarkLevelTwo.polarizability_m_one
```

```
'HydrogenStarkLevelTwo.hamiltonian_level' depends on axioms: [propext, Classical.choice, Quot.sound]
'HydrogenStarkLevelTwo.source_orthogonal' depends on axioms: [propext, Classical.choice, Quot.sound]
'HydrogenStarkLevelTwo.polarizability_stark' depends on axioms: [propext, Classical.choice, Quot.sound]
'HydrogenStarkLevelTwo.polarizability_m_one' depends on axioms: [propext, Classical.choice, Quot.sound]
```

## The linear solve in a code

A response code can project the whole degenerate level out of $z\chi$, solve $h_m\varphi=S$ in its basis, and contract $\varphi$ with $S$. For the Stark states $\chi=2s\pm2p_0$ and for the $m=1$ state, radial functions $r^ne$ with $l+1\le n\le4$ and $l\le2$ contain $\varphi$ exactly, so such a basis should reproduce 168 and 156 up to rounding. Since $h_m$ annihilates the level, its matrix in this basis is singular, and the solver must allow for that, for example by least squares. Whatever admixture of the level it returns leaves $\alpha$ unchanged.
